# The Néel energy of a finite bipartite $z$-regular spin-1/2 Heisenberg antiferromagnet lies within a relative error $2/z$ of the ground energy

## Spins and the scaled Hamiltonian

Let $V$ be a finite set of $N$ sites, each carrying a spin 1/2, with $\hbar=1$. A configuration $\sigma$ assigns 0 (up) or 1 (down) to every site, and a state $\psi$ assigns a complex amplitude to every configuration.

In Lean 4 with Mathlib:

```lean
import Mathlib

open scoped InnerProductSpace Topology
open Finset Filter

namespace LargeCoordinationAntiferromagnet

noncomputable section

/-- States of spins 1/2 on the sites `V`: amplitudes of the configurations, 0 is up and 1 is down. -/
abbrev State (V : Type*) := EuclideanSpace ℂ (V → Fin 2)
```

The spin matrices are half the Pauli matrices.

```lean
/-- The spin matrix of the x component. -/
def sx : Matrix (Fin 2) (Fin 2) ℂ := !![0, 1 / 2; 1 / 2, 0]

/-- The spin matrix of the y component. -/
def sy : Matrix (Fin 2) (Fin 2) ℂ := !![0, -Complex.I / 2; Complex.I / 2, 0]

/-- The spin matrix of the z component. -/
def sz : Matrix (Fin 2) (Fin 2) ℂ := !![1 / 2, 0; 0, -1 / 2]
```

A matrix $s$ acts at site $i$ by $(s_i\psi)(\sigma)=\sum_b s_{\sigma_i b}\,\psi(\sigma\text{ with }\sigma_i\to b)$.

```lean
variable {V : Type*} [Fintype V] [DecidableEq V]

/-- The one-spin matrix `s` acting on the spin at site `i`. -/
def siteOp (s : Matrix (Fin 2) (Fin 2) ℂ) (i : V) (ψ : State V) : State V :=
  WithLp.toLp 2 fun σ => ∑ b, s (σ i) b * ψ (Function.update σ i b)
```

A bond is $\mathbf S_i\cdot\mathbf S_j=S^x_iS^x_j+S^y_iS^y_j+S^z_iS^z_j$.

```lean
/-- The Heisenberg bond `Si·Sj` applied to a state. -/
def bond (i j : V) (ψ : State V) : State V :=
  siteOp sx i (siteOp sx j ψ) + siteOp sy i (siteOp sy j ψ) + siteOp sz i (siteOp sz j ψ)
```

The operator $X_{ij}$ exchanges the two spins.

```lean
/-- The operator that exchanges the spins at `i` and `j`. -/
def exchange (i j : V) (ψ : State V) : State V :=
  WithLp.toLp 2 fun σ => ψ (σ ∘ Equiv.swap i j)
```

On a simple graph $G$ whose sites all have $z\ge1$ neighbours, the Hamiltonian is
$$H=\frac Jz\sum_{\text{edges}}\mathbf S_i\cdot\mathbf S_j=\frac J{2z}\sum_i\sum_{j\sim i}\mathbf S_i\cdot\mathbf S_j .$$
Here $J>0$ favours antiparallel neighbours, and the factor $1/z$ keeps the total coupling of a site fixed as $z$ grows.

```lean
/-- The Hamiltonian `(J/z) ∑ Si·Sj` over the edges, for `z ≥ 1`; the sum runs over ordered
pairs of neighbours, hence the factor 1/2. -/
def hamiltonian (G : SimpleGraph V) [DecidableRel G.Adj] (J : ℝ) (z : ℕ) (ψ : State V) :
    State V :=
  ((J / (2 * z) : ℝ) : ℂ) • ∑ i, ∑ j ∈ G.neighborFinset i, bond i j ψ
```

The mean energy is $\mathrm{Re}\langle\psi,H\psi\rangle$, and the ground energy $E_0$ is its infimum over normalised states.

```lean
/-- The real part of `⟪ψ, H ψ⟫`; for a self-adjoint operator `H` and a normalised state `ψ` it is
the mean value of `H`. -/
def mean (H : State V → State V) (ψ : State V) : ℝ := (⟪ψ, H ψ⟫_ℂ).re

/-- The ground energy: the infimum of the mean energy over normalised states. -/
def groundEnergy (H : State V → State V) : ℝ := sInf {e | ∃ ψ, ‖ψ‖ = 1 ∧ mean H ψ = e}
```

## A bond as a spin exchange

For $i\ne j$, the $z$ term gives $+1/4$ on parallel and $-1/4$ on antiparallel spins. The $x$ and $y$ terms cancel on parallel spins and add to $X_{ij}/2$ on antiparallel ones. In both cases
$$\mathbf S_i\cdot\mathbf S_j=\tfrac12X_{ij}-\tfrac14 .$$
In the proof, `key` checks the four two-spin configurations, and `e1` identifies the double update of $\sigma$ with the exchange.

```lean
omit [Fintype V] in
/-- For two different sites, `Si·Sj` is half the spin exchange minus one quarter. -/
theorem bond_eq_exchange {i j : V} (h : i ≠ j) (ψ : State V) :
    bond i j ψ = (1 / 2 : ℂ) • exchange i j ψ - (1 / 4 : ℂ) • ψ := by
  -- the identity for two spins, checked on the four configurations
  have key : ∀ (F : Fin 2 → Fin 2 → ℂ) (a b : Fin 2),
      (∑ x, sx a x * ∑ y, sx b y * F x y) + (∑ x, sy a x * ∑ y, sy b y * F x y)
        + (∑ x, sz a x * ∑ y, sz b y * F x y) = 1 / 2 * F b a - 1 / 4 * F a b := by
    intro F a b
    fin_cases a <;> fin_cases b <;> simp [sx, sy, sz, Fin.sum_univ_two]
    · linear_combination (F 1 1 / 4) * Complex.I_sq
    · linear_combination (-F 1 0 / 4) * Complex.I_sq
    · linear_combination (-F 0 1 / 4) * Complex.I_sq
    · linear_combination (F 0 0 / 4) * Complex.I_sq
  ext σ
  have hj : ∀ b, Function.update σ i b j = σ j := fun b => Function.update_of_ne h.symm b σ
  have e1 : σ ∘ Equiv.swap i j = Function.update (Function.update σ i (σ j)) j (σ i) := by
    funext m
    simp only [Function.comp_apply, Equiv.swap_apply_def, Function.update_apply]
    grind
  have e2 : Function.update (Function.update σ i (σ i)) j (σ j) = σ := by simp
  have h3 := key (fun b c => ψ (Function.update (Function.update σ i b) j c)) (σ i) (σ j)
  simp only [e2, ← e1] at h3
  simp only [bond, siteOp, exchange, PiLp.add_apply, PiLp.sub_apply, PiLp.smul_apply,
    smul_eq_mul, hj]
  exact h3
```

Taking means gives $\langle\mathbf S_i\cdot\mathbf S_j\rangle=\tfrac12\langle X_{ij}\rangle-\tfrac14\|\psi\|^2$.

```lean
/-- The mean of a bond between different sites, in terms of the mean of the spin exchange. -/
theorem mean_bond {i j : V} (h : i ≠ j) (ψ : State V) :
    mean (bond i j) ψ = mean (exchange i j) ψ / 2 - ‖ψ‖ ^ 2 / 4 := by
  have h2 : (1 / 2 : ℂ) = ((1 / 2 : ℝ) : ℂ) := by norm_num
  have h4 : (1 / 4 : ℂ) = ((1 / 4 : ℝ) : ℂ) := by norm_num
  have hn : (⟪ψ, ψ⟫_ℂ).re = ‖ψ‖ ^ 2 := inner_self_eq_norm_sq (𝕜 := ℂ) ψ
  rw [mean, mean, bond_eq_exchange h, inner_sub_right, inner_smul_right, inner_smul_right, h2, h4,
    Complex.sub_re, Complex.re_ofReal_mul, Complex.re_ofReal_mul, hn]
  ring
```

Since $X_{ij}$ only permutes configurations, it preserves inner products.

```lean
/-- Exchanging two spins in both states leaves their inner product unchanged. -/
theorem inner_exchange (i j : V) (φ ψ : State V) :
    ⟪exchange i j φ, exchange i j ψ⟫_ℂ = ⟪φ, ψ⟫_ℂ := by
  rw [PiLp.inner_apply, PiLp.inner_apply]
  exact Equiv.sum_comp (Equiv.arrowCongr (Equiv.swap i j) (Equiv.refl (Fin 2)))
    (fun σ => ⟪φ σ, ψ σ⟫_ℂ)
```

## Three spins cannot be totally antisymmetric

Among three spins with two possible values, two coincide, so the antisymmetriser vanishes:
$$\psi+X_{ij}X_{ik}\psi+X_{ik}X_{ij}\psi=X_{ij}\psi+X_{ik}\psi+X_{jk}\psi .$$
Take the inner product with $\psi$ and move one exchange to the left:
$$\|\psi\|^2+2\,\mathrm{Re}\langle X_{ij}\psi,X_{ik}\psi\rangle=\langle X_{ij}\rangle+\langle X_{ik}\rangle+\langle X_{jk}\rangle .$$
Expanding $\|\psi-X_{jk}\psi\|^2\ge0$ gives $\langle X_{jk}\rangle\le\|\psi\|^2$, hence
$$2\,\mathrm{Re}\langle X_{ij}\psi,X_{ik}\psi\rangle\le\langle X_{ij}\rangle+\langle X_{ik}\rangle .$$
These steps are `anti`, `move` and `hc`.

```lean
/-- For three different sites, twice the real overlap of two exchanged states is at most the
sum of the means of the two exchanges. -/
theorem exchange_overlap_le {i j k : V} (hij : i ≠ j) (hik : i ≠ k) (hjk : j ≠ k)
    (ψ : State V) : 2 * (⟪exchange i j ψ, exchange i k ψ⟫_ℂ).re
      ≤ mean (exchange i j) ψ + mean (exchange i k) ψ := by
  -- three spins 1/2 have no totally antisymmetric state
  have anti : ψ + exchange i j (exchange i k ψ) + exchange i k (exchange i j ψ)
      = exchange i j ψ + exchange i k ψ + exchange j k ψ := by
    ext σ
    let U : Fin 2 → Fin 2 → Fin 2 → V → Fin 2 := fun a b c =>
      Function.update (Function.update (Function.update σ i a) j b) k c
    have key : ∀ a b c, ψ (U a b c) + ψ (U c a b) + ψ (U b c a)
        = ψ (U b a c) + ψ (U c b a) + ψ (U a c b) := by
      intro a b c
      have : a = b ∨ a = c ∨ b = c := by omega
      rcases this with rfl | rfl | rfl <;> ring
    have e0 : U (σ i) (σ j) (σ k) = σ := by
      funext m; simp only [U, Function.update_apply]; grind
    have e1 : U (σ k) (σ i) (σ j) = (σ ∘ Equiv.swap i j) ∘ Equiv.swap i k := by
      funext m
      simp only [U, Function.update_apply, Function.comp_apply, Equiv.swap_apply_def]; grind
    have e2 : U (σ j) (σ k) (σ i) = (σ ∘ Equiv.swap i k) ∘ Equiv.swap i j := by
      funext m
      simp only [U, Function.update_apply, Function.comp_apply, Equiv.swap_apply_def]; grind
    have e3 : U (σ j) (σ i) (σ k) = σ ∘ Equiv.swap i j := by
      funext m
      simp only [U, Function.update_apply, Function.comp_apply, Equiv.swap_apply_def]; grind
    have e4 : U (σ k) (σ j) (σ i) = σ ∘ Equiv.swap i k := by
      funext m
      simp only [U, Function.update_apply, Function.comp_apply, Equiv.swap_apply_def]; grind
    have e5 : U (σ i) (σ k) (σ j) = σ ∘ Equiv.swap j k := by
      funext m
      simp only [U, Function.update_apply, Function.comp_apply, Equiv.swap_apply_def]; grind
    have h := key (σ i) (σ j) (σ k)
    rw [e0, e1, e2, e3, e4, e5] at h
    exact h
  have move : ∀ (a b : V) (φ : State V), ⟪ψ, exchange a b φ⟫_ℂ = ⟪exchange a b ψ, φ⟫_ℂ := by
    intro a b φ
    rw [← inner_exchange a b ψ]
    congr 1
    ext σ
    simp [exchange, Function.comp_assoc, ← Equiv.coe_trans]
  have h := congrArg (fun φ => (⟪ψ, φ⟫_ℂ).re) anti
  simp only [inner_add_right, Complex.add_re] at h
  rw [move i j (exchange i k ψ), move i k (exchange i j ψ)] at h
  have hs : (⟪exchange i k ψ, exchange i j ψ⟫_ℂ).re = (⟪exchange i j ψ, exchange i k ψ⟫_ℂ).re :=
    inner_re_symm (𝕜 := ℂ) _ _
  -- the exchange of the two outer spins has mean at most the squared norm
  have hc : (⟪ψ, exchange j k ψ⟫_ℂ).re ≤ (⟪ψ, ψ⟫_ℂ).re := by
    have h0 : 0 ≤ (⟪ψ - exchange j k ψ, ψ - exchange j k ψ⟫_ℂ).re :=
      inner_self_nonneg (𝕜 := ℂ)
    have h1 : (⟪exchange j k ψ, ψ⟫_ℂ).re = (⟪ψ, exchange j k ψ⟫_ℂ).re :=
      inner_re_symm (𝕜 := ℂ) _ _
    simp only [inner_sub_left, inner_sub_right, Complex.sub_re, inner_exchange] at h0
    linarith
  simp only [mean]
  linarith
```

## The energy of a star

Let $L$ be a set of $n$ sites not containing $i$, and let $\|\psi\|=1$. Write $p_j=\langle X_{ij}\rangle$, $P=\sum_{j\in L}p_j$ and $\Phi=\sum_{j\in L}X_{ij}\psi$. The diagonal overlaps in $\|\Phi\|^2$ equal 1, and the others obey the previous bound, so
$$\|\Phi\|^2\le n+\sum_{j\ne k}\frac{p_j+p_k}2=n+(n-1)P .$$
Therefore
$$0\le\|\psi+\Phi\|^2=1+2P+\|\Phi\|^2\le(n+1)(1+P),$$
which gives $P\ge-1$ and
$$\sum_{j\in L}\langle\mathbf S_i\cdot\mathbf S_j\rangle=\frac P2-\frac n4\ge-\frac{n+2}4 .$$
The code bounds $\|\Phi\|^2$ row by row in `h3` and sums the rows in `h4`; `h5` is the factorised inequality.

```lean
/-- A star of `n` bonds around a central spin has mean energy at least `-(n+2)/4` in any
normalised state. -/
theorem star_bound (i : V) (L : Finset V) (hi : i ∉ L) (ψ : State V) (hψ : ‖ψ‖ = 1) :
    -((L.card : ℝ) + 2) / 4 ≤ ∑ j ∈ L, mean (bond i j) ψ := by
  have hne : ∀ j ∈ L, i ≠ j := fun j hj h => hi (h ▸ hj)
  have hn : (⟪ψ, ψ⟫_ℂ).re = 1 := by
    have : (⟪ψ, ψ⟫_ℂ).re = ‖ψ‖ ^ 2 := inner_self_eq_norm_sq (𝕜 := ℂ) ψ
    rw [this, hψ]; norm_num
  set p : V → ℝ := fun j => mean (exchange i j) ψ with hp
  set Φ : State V := ∑ j ∈ L, exchange i j ψ with hΦ
  have h0 : 0 ≤ (⟪ψ + Φ, ψ + Φ⟫_ℂ).re := inner_self_nonneg (𝕜 := ℂ)
  have h1 : (⟪ψ, Φ⟫_ℂ).re = ∑ j ∈ L, p j := by
    rw [hΦ, inner_sum, Complex.re_sum]; rfl
  have h2 : (⟪Φ, ψ⟫_ℂ).re = (⟪ψ, Φ⟫_ℂ).re := inner_re_symm (𝕜 := ℂ) _ _
  -- each row of the table of overlaps, with its diagonal entry equal to one
  have h3 : ∀ j ∈ L, (⟪exchange i j ψ, Φ⟫_ℂ).re
      ≤ L.card * p j / 2 + (∑ k ∈ L, p k) / 2 + (1 - p j) := by
    intro j hj
    calc (⟪exchange i j ψ, Φ⟫_ℂ).re
        = ∑ k ∈ L, (⟪exchange i j ψ, exchange i k ψ⟫_ℂ).re := by
          rw [hΦ, inner_sum, Complex.re_sum]
      _ ≤ ∑ k ∈ L, ((p j + p k) / 2 + if j = k then 1 - p j else 0) := by
          refine sum_le_sum fun k hk => ?_
          by_cases hjk : j = k
          · subst hjk
            rw [inner_exchange, hn, if_pos rfl]
            linarith
          · have := exchange_overlap_le (hne j hj) (hne k hk) hjk ψ
            rw [if_neg hjk]
            simp only [hp]
            linarith
      _ = _ := by
          rw [sum_add_distrib, ← sum_div, sum_add_distrib, sum_const, nsmul_eq_mul,
            sum_ite_eq, if_pos hj]
          ring
  have h4 : (⟪Φ, Φ⟫_ℂ).re ≤ L.card * (∑ j ∈ L, p j) + L.card - ∑ j ∈ L, p j := by
    calc (⟪Φ, Φ⟫_ℂ).re = ∑ j ∈ L, (⟪exchange i j ψ, Φ⟫_ℂ).re := by
          conv_lhs => rw [hΦ, sum_inner, Complex.re_sum]
      _ ≤ _ := sum_le_sum h3
      _ = _ := by
          simp only [sum_add_distrib, sum_sub_distrib, ← sum_div, ← mul_sum, sum_const,
            nsmul_eq_mul]
          ring
  simp only [inner_add_left, inner_add_right, Complex.add_re] at h0
  have h5 : 0 ≤ ((L.card : ℝ) + 1) * (1 + ∑ j ∈ L, p j) := by linarith
  have h6 := (mul_nonneg_iff_of_pos_left (by positivity : (0 : ℝ) < (L.card : ℝ) + 1)).1 h5
  have h7 : ∑ j ∈ L, mean (bond i j) ψ = (∑ j ∈ L, p j) / 2 - L.card / 4 := by
    rw [sum_congr rfl fun j hj => mean_bond (hne j hj) ψ, sum_sub_distrib, ← sum_div,
      sum_const, nsmul_eq_mul, hψ]
    ring
  rw [h7]
  linarith
```

## Bounds for the whole graph

By linearity, the mean of $H$ is a sum of bond means.

```lean
/-- The mean energy is `J/(2z)` times the sum of the bond means over ordered neighbour pairs. -/
theorem mean_hamiltonian (G : SimpleGraph V) [DecidableRel G.Adj] (J : ℝ) (z : ℕ)
    (ψ : State V) : mean (hamiltonian G J z) ψ
      = J / (2 * z) * ∑ i, ∑ j ∈ G.neighborFinset i, mean (bond i j) ψ := by
  simp only [mean, hamiltonian, inner_smul_right, Complex.re_ofReal_mul, inner_sum,
    Complex.re_sum]
```

Centring a star on every site gives, for every normalised $\psi$,
$$\langle H\rangle\ge\frac J{2z}\,N\left(-\frac{z+2}4\right)=-\frac{NJ}8\left(1+\frac2z\right).$$

Bipartiteness enters as a two-colouring `C`, which is itself a Néel configuration: colour 0 is up and colour 1 is down. Exchanging two neighbours produces an orthogonal configuration, so each bond has mean $-1/4$. The $Nz$ ordered pairs give
$$E_{\text{Néel}}=\frac J{2z}\,Nz\left(-\frac14\right)=-\frac{NJ}8 .$$

The theorem states both bounds on $E_0/N$ and this Néel value, for nonempty $V$. The proof derives the estimates as `low` and `neel`, then passes to the infimum.

```lean
/-- On a nonempty bipartite `z`-regular graph with `z ≥ 1` and `J > 0`, the ground energy per
site lies between `-J(1+2/z)/8` and `-J/8`, and the Néel state of any two-colouring `C` has
energy per site `-J/8`. -/
theorem ground_energy_bounds [Nonempty V] (G : SimpleGraph V) [DecidableRel G.Adj] {z : ℕ}
    (hz : 1 ≤ z) (hreg : G.IsRegularOfDegree z) (C : G.Coloring (Fin 2)) {J : ℝ} (hJ : 0 < J) :
    -J * (1 + 2 / z) / 8 ≤ groundEnergy (hamiltonian G J z) / Fintype.card V ∧
    groundEnergy (hamiltonian G J z) / Fintype.card V ≤ -J / 8 ∧
    mean (hamiltonian G J z) (EuclideanSpace.single (⇑C) 1) / Fintype.card V = -J / 8 := by
  have hz0 : (0 : ℝ) < z := by exact_mod_cast hz
  have hN : (0 : ℝ) < Fintype.card V := by exact_mod_cast Fintype.card_pos
  have hcard : ∀ i, (G.neighborFinset i).card = z := fun i => by
    rw [G.card_neighborFinset_eq_degree]; exact hreg i
  -- lower bound: one star around every site
  have low : ∀ ψ : State V, ‖ψ‖ = 1 →
      -J * (1 + 2 / z) / 8 * Fintype.card V ≤ mean (hamiltonian G J z) ψ := by
    intro ψ hψ
    have h : ∑ _i : V, (-((z : ℝ) + 2) / 4)
        ≤ ∑ i, ∑ j ∈ G.neighborFinset i, mean (bond i j) ψ := by
      refine sum_le_sum fun i _ => ?_
      have := star_bound i (G.neighborFinset i) (by simp) ψ hψ
      rwa [hcard i] at this
    rw [sum_const, card_univ, nsmul_eq_mul] at h
    rw [mean_hamiltonian]
    refine le_trans (le_of_eq ?_) (mul_le_mul_of_nonneg_left h (by positivity))
    field_simp
    ring
  -- upper bound: every bond of the Néel state has mean -1/4
  have hnorm : ‖(EuclideanSpace.single (⇑C) 1 : State V)‖ = 1 := by simp
  have neel : mean (hamiltonian G J z) (EuclideanSpace.single (⇑C) 1)
      = -J / 8 * Fintype.card V := by
    have hb : ∀ i, ∀ j ∈ G.neighborFinset i,
        mean (bond i j) (EuclideanSpace.single (⇑C) 1) = -1 / 4 := by
      intro i j hj
      have hadj : G.Adj i j := by simpa using hj
      have hsw : ⇑C ∘ Equiv.swap i j ≠ ⇑C := fun h => C.valid hadj (by
        have := congrFun h j
        simpa using this)
      have hx : mean (exchange i j) (EuclideanSpace.single (⇑C) 1) = 0 := by
        simp [mean, exchange, EuclideanSpace.inner_single_left, hsw]
      rw [mean_bond hadj.ne, hx, hnorm]
      norm_num
    rw [mean_hamiltonian, sum_congr rfl fun i _ => sum_congr rfl (hb i)]
    simp only [sum_const, hcard, card_univ, nsmul_eq_mul]
    field_simp
    ring
  refine ⟨?_, ?_, ?_⟩
  · rw [le_div_iff₀ hN]
    refine le_csInf ⟨_, _, hnorm, rfl⟩ ?_
    rintro e ⟨ψ, hψ, rfl⟩
    exact low ψ hψ
  · rw [div_le_iff₀ hN, ← neel]
    refine csInf_le ⟨-J * (1 + 2 / z) / 8 * Fintype.card V, ?_⟩ ⟨_, hnorm, rfl⟩
    rintro e ⟨ψ, hψ, rfl⟩
    exact low ψ hψ
  · rw [neel]
    field_simp
```

## Large coordination

For a sequence of such graphs with $z_n\to\infty$, both bounds tend to $-J/8$, and squeezing gives the limit of the ground energy per site.

```lean
/-- Along nonempty bipartite regular graphs whose coordination number grows without bound, with
`J > 0`, the ground energy per site tends to the Néel value `-J/8`. -/
theorem tendsto_neel_energy (W : ℕ → Type*) [∀ n, Fintype (W n)] [∀ n, DecidableEq (W n)]
    [∀ n, Nonempty (W n)] (G : ∀ n, SimpleGraph (W n)) [∀ n, DecidableRel (G n).Adj]
    (z : ℕ → ℕ) (hz : Tendsto z atTop atTop) (hreg : ∀ n, (G n).IsRegularOfDegree (z n))
    (C : ∀ n, (G n).Coloring (Fin 2)) {J : ℝ} (hJ : 0 < J) :
    Tendsto (fun n => groundEnergy (hamiltonian (G n) J (z n)) / Fintype.card (W n))
      atTop (𝓝 (-J / 8)) := by
  have h1 : Tendsto (fun n => (2 : ℝ) / (z n : ℝ)) atTop (𝓝 0) :=
    (tendsto_natCast_atTop_atTop.comp hz).const_div_atTop 2
  have h2 : Tendsto (fun n => -J * (1 + 2 / (z n : ℝ)) / 8) atTop (𝓝 (-J / 8)) := by
    have := ((h1.const_add 1).const_mul (-J)).div_const 8
    simpa using this
  refine tendsto_of_tendsto_of_tendsto_of_le_of_le' h2 tendsto_const_nhds ?_ ?_
  · filter_upwards [hz.eventually_ge_atTop 1] with n hn
    exact (ground_energy_bounds (G n) hn (hreg n) (C n) hJ).1
  · filter_upwards [hz.eventually_ge_atTop 1] with n hn
    exact (ground_energy_bounds (G n) hn (hreg n) (C n) hJ).2.1
```

At fixed $z$, the bounds also give $|E_0|\ge NJ/8$, so
$$0\le E_{\text{Néel}}-E_0\le\frac2z\,\frac{NJ}8\le\frac2z|E_0| .$$
For finite bipartite spin-1/2 antiferromagnets with equal nearest-neighbour couplings and the same number $z$ of neighbours at every site, this limits the energy error of a classical Néel estimate. It concerns the energy alone, and does not establish magnetic order or closeness of the ground state to the Néel state.

```lean
/-- On a nonempty bipartite `z`-regular graph with `z ≥ 1` and `J > 0`, the Néel energy lies
above the ground energy by at most the fraction `2/z` of the magnitude of the ground energy. -/
theorem neel_relative_error [Nonempty V] (G : SimpleGraph V) [DecidableRel G.Adj] {z : ℕ}
    (hz : 1 ≤ z) (hreg : G.IsRegularOfDegree z) (C : G.Coloring (Fin 2)) {J : ℝ} (hJ : 0 < J) :
    0 ≤ mean (hamiltonian G J z) (EuclideanSpace.single (⇑C) 1)
        - groundEnergy (hamiltonian G J z) ∧
    mean (hamiltonian G J z) (EuclideanSpace.single (⇑C) 1) - groundEnergy (hamiltonian G J z)
      ≤ 2 / z * |groundEnergy (hamiltonian G J z)| := by
  obtain ⟨h1, h2, h3⟩ := ground_energy_bounds G hz hreg C hJ
  have hN : (0 : ℝ) < Fintype.card V := by exact_mod_cast Fintype.card_pos
  rw [le_div_iff₀ hN] at h1
  rw [div_le_iff₀ hN] at h2
  rw [div_eq_iff hN.ne'] at h3
  have h4 : J / 8 * Fintype.card V ≤ |groundEnergy (hamiltonian G J z)| := by
    have := neg_le_abs (groundEnergy (hamiltonian G J z))
    linarith
  have h5 := mul_le_mul_of_nonneg_left h4 (by positivity : (0 : ℝ) ≤ 2 / z)
  constructor
  · linarith
  · rw [h3]
    linarith

end

end LargeCoordinationAntiferromagnet
```

```lean
#print axioms LargeCoordinationAntiferromagnet.tendsto_neel_energy
-- 'LargeCoordinationAntiferromagnet.tendsto_neel_energy' depends on axioms: [propext, Classical.choice, Quot.sound]
#print axioms LargeCoordinationAntiferromagnet.neel_relative_error
-- 'LargeCoordinationAntiferromagnet.neel_relative_error' depends on axioms: [propext, Classical.choice, Quot.sound]
```
